# Wavefunction overlap bounds the total error in configuration probabilities

An approximate wavefunction, from a truncated configuration expansion or an imperfect state preparation, is often judged by its overlap with the target state. Measurements in the configuration basis, however, see probabilities. How wrong can these be when the overlap is known?

Let \(u\) and \(v\) be normalised complex amplitudes on a finite set of orthonormal configurations \(x\), with overlap \(\langle u,v\rangle=\sum_x \overline{u_x}v_x\). The total difference of their configuration probabilities
\[
D=\sum_x\bigl||u_x|^2-|v_x|^2\bigr|
\]
satisfies
\[
D\le 2\sqrt{1-|\langle u,v\rangle|^2}.
\]

## From overlap to probabilities

Discard the phases and set \(B=\sum_x|u_x||v_x|\). The triangle inequality gives \(|\langle u,v\rangle|\le B\). Next, factor each difference of squares:
\[
D=\sum_x\bigl||u_x|-|v_x|\bigr|\,\bigl(|u_x|+|v_x|\bigr).
\]
By normalisation, the two factors have squared lengths
\[
\sum_x\bigl(|u_x|\mp|v_x|\bigr)^2=1+1\mp 2B .
\]
The Cauchy-Schwarz inequality therefore yields
\[
D^2\le(2-2B)(2+2B)=4(1-B^2)\le 4\bigl(1-|\langle u,v\rangle|^2\bigr),
\]
and taking the square root proves the claim.

For a set \(S\) of configurations, let \(\Delta_S=\sum_{x\in S}(|u_x|^2-|v_x|^2)\). Both distributions sum to one, so the complement of \(S\) has difference \(-\Delta_S\). Hence \(2|\Delta_S|\le D\), and
\[
|\Delta_S|\le\sqrt{1-|\langle u,v\rangle|^2}.
\]
For pure states in a finite basis, a fidelity \(|\langle u,v\rangle|^2=0.99\) thus keeps the error of every such probability within \(0.1\).

Now let configuration \(x\) place \(n_{xp}\) electrons in orbital \(p\), with \(\sum_p n_{xp}=N\) for every \(x\). The mean occupations are \(\rho_p(u)=\sum_x n_{xp}|u_x|^2\), and
\[
\sum_p|\rho_p(u)-\rho_p(v)|\le\sum_x\Bigl(\sum_p n_{xp}\Bigr)\bigl||u_x|^2-|v_x|^2\bigr|=ND\le 2N\sqrt{1-|\langle u,v\rangle|^2}.
\]

## Equality, and equal probabilities with zero overlap

For real \(a,b\) with \(a^2+b^2=1\), the states \((a,b)\) and \((b,a)\) have overlap \(2ab\) and \(D=2|a^2-b^2|\). Since
\[
1-4a^2b^2=(a^2+b^2)^2-4a^2b^2=(a^2-b^2)^2,
\]
the bound is attained.

There is no converse estimate. The states \((1,1)/\sqrt2\) and \((1,-1)/\sqrt2\) have identical probabilities, so \(D=0\), yet their overlap is \((1-1)/2=0\). The relative sign is invisible to the configuration probabilities. It can still change the electron density in space: for one electron in two real orthonormal orbitals \(\chi_1,\chi_2\), that density contains the term \(\pm\chi_1\chi_2\).

## Wavefunctions as functions on a finite type

The type `ι` labels configurations and `κ` labels orbitals; both are finite.

```lean
import Mathlib

open Finset

namespace DensityErrorFromOverlap

noncomputable section

variable {ι κ : Type*} [Fintype ι] [Fintype κ]
```

A wavefunction is any function `ι → ℂ`. Its squared moduli are Born probabilities when it is normalised. Normalisation is a separate property, which the error bounds take as a hypothesis.

```lean
/-- The squared modulus of the amplitude of configuration `x` in `u`. For normalised `u` this is the
Born probability of `x`. -/
def prob (u : ι → ℂ) (x : ι) : ℝ := ‖u x‖ ^ 2

/-- The wavefunction `u` is normalised: the squared moduli of its amplitudes sum to one. -/
def IsNormalized (u : ι → ℂ) : Prop := ∑ x, prob u x = 1
```

The overlap conjugates its first argument, `star` being complex conjugation. The modulus overlap is \(B\), and `densityError` is \(D\), without a factor \(1/2\). Its name refers to the probability distribution over configurations, not to the electron density in space.

```lean
/-- The overlap `⟨u, v⟩` of two wavefunctions. -/
def overlap (u v : ι → ℂ) : ℂ := ∑ x, star (u x) * v x

/-- The overlap of the moduli of two wavefunctions, with all phases discarded. -/
def modulusOverlap (u v : ι → ℂ) : ℝ := ∑ x, ‖u x‖ * ‖v x‖

/-- The total density difference: the sum over configurations of the absolute difference of the two
squared moduli, which are probabilities for normalised wavefunctions. -/
def densityError (u v : ι → ℂ) : ℝ := ∑ x, |prob u x - prob v x|
```

The table `occ x p` is \(n_{xp}\). Its entries are arbitrary natural numbers, so it fits spin orbitals or spatial orbitals, and the Pauli principle is not imposed. The quantity defined here is the set of diagonal occupations in the chosen orbitals, not the full one-particle density matrix.

```lean
/-- The mean occupation of orbital `p` in a normalised wavefunction `u`, where `occ x p` is the
number of electrons that configuration `x` places in orbital `p`. -/
def orbitalDensity (occ : ι → κ → ℕ) (u : ι → ℂ) (p : κ) : ℝ :=
  ∑ x, (occ x p : ℝ) * prob u x
```

## The phase-free estimate and Cauchy-Schwarz

The first lemma is the triangle inequality for a finite sum, followed by the multiplicativity of the norm.

```lean
/-- The modulus of the overlap is at most the overlap of the moduli. -/
theorem norm_overlap_le (u v : ι → ℂ) : ‖overlap u v‖ ≤ modulusOverlap u v := by
  unfold overlap modulusOverlap
  refine (norm_sum_le _ _).trans (le_of_eq (Finset.sum_congr rfl fun x _ => ?_))
  rw [norm_mul, norm_star]
```

The next theorem carries the main argument. In its proof, `h1` is the factorisation of \(D\), while `h2` and `h3` compute the squared lengths \(2-2B\) and \(2+2B\).

```lean
/-- The squared density error of two normalised wavefunctions is at most `4 (1 - B²)`,
where `B` is the overlap of their moduli. -/
theorem densityError_sq_le {u v : ι → ℂ} (hu : IsNormalized u) (hv : IsNormalized v) :
    densityError u v ^ 2 ≤ 4 * (1 - modulusOverlap u v ^ 2) := by
  unfold IsNormalized prob at hu hv
  -- factor the difference of squares
  have h1 : densityError u v = ∑ x, |‖u x‖ - ‖v x‖| * (‖u x‖ + ‖v x‖) := by
    unfold densityError prob
    refine Finset.sum_congr rfl fun x _ => ?_
    have h0 : 0 ≤ ‖u x‖ + ‖v x‖ := by positivity
    rw [show ‖u x‖ ^ 2 - ‖v x‖ ^ 2 = (‖u x‖ - ‖v x‖) * (‖u x‖ + ‖v x‖) by ring,
      abs_mul, abs_of_nonneg h0]
  -- the two factors have squared lengths 2 - 2B and 2 + 2B
  have h2 : ∑ x, |‖u x‖ - ‖v x‖| ^ 2 = 2 - 2 * modulusOverlap u v := by
    have h : ∑ x, |‖u x‖ - ‖v x‖| ^ 2
        = ∑ x, ‖u x‖ ^ 2 + ∑ x, ‖v x‖ ^ 2 - 2 * modulusOverlap u v := by
      unfold modulusOverlap
      rw [Finset.mul_sum, ← Finset.sum_add_distrib, ← Finset.sum_sub_distrib]
      refine Finset.sum_congr rfl fun x _ => ?_
      rw [sq_abs]
      ring
    rw [h, hu, hv]
    ring
  have h3 : ∑ x, (‖u x‖ + ‖v x‖) ^ 2 = 2 + 2 * modulusOverlap u v := by
    have h : ∑ x, (‖u x‖ + ‖v x‖) ^ 2
        = ∑ x, ‖u x‖ ^ 2 + ∑ x, ‖v x‖ ^ 2 + 2 * modulusOverlap u v := by
      unfold modulusOverlap
      rw [Finset.mul_sum, ← Finset.sum_add_distrib, ← Finset.sum_add_distrib]
      refine Finset.sum_congr rfl fun x _ => ?_
      ring
    rw [h, hu, hv]
    ring
  -- Cauchy-Schwarz
  have cs := Finset.sum_mul_sq_le_sq_mul_sq Finset.univ
    (fun x => |‖u x‖ - ‖v x‖|) (fun x => ‖u x‖ + ‖v x‖)
  rw [h2, h3, ← h1] at cs
  linarith
```

The proof turns on `Finset.sum_mul_sq_le_sq_mul_sq`, Mathlib's Cauchy-Schwarz inequality for finite sums. For real functions \(f,g\) it states
\[
\Bigl(\sum_x f_xg_x\Bigr)^2\le\Bigl(\sum_x f_x^2\Bigr)\Bigl(\sum_x g_x^2\Bigr).
\]
It needs no inner-product space and introduces no square roots. The two functions are supplied explicitly, so the sums it produces have exactly the shapes of `h1`, `h2` and `h3`. Rewriting with these leaves \(D^2\le(2-2B)(2+2B)\), and `linarith` multiplies out the product and finishes.

## The overlap bound and its consequences

The main theorem replaces \(B\) by the smaller \(|\langle u,v\rangle|\). To take the root, `h3` bounds \((D/2)^2\), and `Real.abs_le_sqrt` turns this into a bound on \(|D/2|\).

```lean
/-- The total density difference of two normalised wavefunctions is at most
`2 √(1 - |⟨u, v⟩|²)`. -/
theorem densityError_le {u v : ι → ℂ} (hu : IsNormalized u) (hv : IsNormalized v) :
    densityError u v ≤ 2 * √(1 - ‖overlap u v‖ ^ 2) := by
  have h1 := densityError_sq_le hu hv
  have h2 : ‖overlap u v‖ ^ 2 ≤ modulusOverlap u v ^ 2 :=
    pow_le_pow_left₀ (norm_nonneg _) (norm_overlap_le u v) 2
  have h3 : (densityError u v / 2) ^ 2 ≤ 1 - ‖overlap u v‖ ^ 2 := by
    rw [div_pow]
    linarith
  have h4 := (le_abs_self _).trans (Real.abs_le_sqrt h3)
  linarith
```

For a set `S` of configurations, `h0` says that the differences on `S` and on its complement `Sᶜ` cancel, and `h3` that they have equal size. The triangle inequality on each part, `h1` and `h2`, then gives \(2|\Delta_S|\le D\).

```lean
/-- The probability of finding the system in a set `S` of configurations differs between two
normalised wavefunctions by at most `√(1 - |⟨u, v⟩|²)`. -/
theorem event_probability_error_le {u v : ι → ℂ} (hu : IsNormalized u) (hv : IsNormalized v)
    (S : Finset ι) :
    |∑ x ∈ S, prob u x - ∑ x ∈ S, prob v x| ≤ √(1 - ‖overlap u v‖ ^ 2) := by
  classical
  have hD := densityError_le hu hv
  unfold IsNormalized at hu hv
  unfold densityError at hD
  -- what S gains, its complement loses
  have h0 : ∑ x ∈ S, (prob u x - prob v x) + ∑ x ∈ Sᶜ, (prob u x - prob v x) = 0 := by
    rw [Finset.sum_add_sum_compl, Finset.sum_sub_distrib, hu, hv, sub_self]
  have hs := Finset.sum_add_sum_compl S (fun x => |prob u x - prob v x|)
  have h1 := Finset.abs_sum_le_sum_abs (fun x => prob u x - prob v x) S
  have h2 := Finset.abs_sum_le_sum_abs (fun x => prob u x - prob v x) Sᶜ
  have h3 : |∑ x ∈ Sᶜ, (prob u x - prob v x)| = |∑ x ∈ S, (prob u x - prob v x)| := by
    rw [eq_neg_of_add_eq_zero_right h0, abs_neg]
  rw [← Finset.sum_sub_distrib]
  linarith
```

A single configuration is the case of a one-element set.

```lean
/-- The probability of each single configuration differs between two normalised wavefunctions
by at most `√(1 - |⟨u, v⟩|²)`. -/
theorem configuration_probability_error_le {u v : ι → ℂ} (hu : IsNormalized u)
    (hv : IsNormalized v) (x : ι) :
    |prob u x - prob v x| ≤ √(1 - ‖overlap u v‖ ^ 2) := by
  simpa only [Finset.sum_singleton] using event_probability_error_le hu hv {x}
```

In the orbital theorem, the hypothesis `hN` expresses a fixed electron number: every configuration in the basis holds exactly `N` electrons. The step `hp` applies the triangle inequality orbital by orbital; `hsum` exchanges the two sums and counts the electrons.

```lean
/-- If every configuration holds `N` electrons, the orbital occupations of two normalised
wavefunctions differ in total by at most `2 N √(1 - |⟨u, v⟩|²)`. -/
theorem orbitalDensity_error_le {u v : ι → ℂ} (hu : IsNormalized u) (hv : IsNormalized v)
    (occ : ι → κ → ℕ) (N : ℕ) (hN : ∀ x, ∑ p, occ x p = N) :
    ∑ p, |orbitalDensity occ u p - orbitalDensity occ v p|
      ≤ 2 * N * √(1 - ‖overlap u v‖ ^ 2) := by
  have hp : ∀ p, |orbitalDensity occ u p - orbitalDensity occ v p|
      ≤ ∑ x, (occ x p : ℝ) * |prob u x - prob v x| := by
    intro p
    unfold orbitalDensity
    rw [← Finset.sum_sub_distrib]
    refine (Finset.abs_sum_le_sum_abs _ _).trans (le_of_eq ?_)
    refine Finset.sum_congr rfl fun x _ => ?_
    rw [← mul_sub, abs_mul, Nat.abs_cast]
  -- exchange the sums and count the electrons in each configuration
  have hsum : ∑ p, ∑ x, (occ x p : ℝ) * |prob u x - prob v x| = N * densityError u v := by
    unfold densityError
    rw [Finset.sum_comm, Finset.mul_sum]
    refine Finset.sum_congr rfl fun x _ => ?_
    rw [← Finset.sum_mul, ← Nat.cast_sum, hN x]
  calc ∑ p, |orbitalDensity occ u p - orbitalDensity occ v p|
      ≤ N * densityError u v := (Finset.sum_le_sum fun p _ => hp p).trans hsum.le
    _ ≤ N * (2 * √(1 - ‖overlap u v‖ ^ 2)) :=
        mul_le_mul_of_nonneg_left (densityError_le hu hv) (Nat.cast_nonneg N)
    _ = 2 * N * √(1 - ‖overlap u v‖ ^ 2) := by ring
```

## The two-configuration examples in Lean

The notation `![a, b]` denotes a two-component vector. The sharpness theorem includes the normalisation of both states, so its equality concerns states to which the bound applies. The `linear_combination` step verifies the identity \(1-4a^2b^2=(a^2-b^2)^2\) from the constraint `h`.

```lean
/-- For real `a, b` with `a² + b² = 1`, the two-configuration states `(a, b)` and `(b, a)` are
normalised and attain equality in the density bound. -/
theorem densityError_sharp (a b : ℝ) (h : a ^ 2 + b ^ 2 = 1) :
    IsNormalized ![(a : ℂ), (b : ℂ)] ∧ IsNormalized ![(b : ℂ), (a : ℂ)] ∧
    densityError ![(a : ℂ), (b : ℂ)] ![(b : ℂ), (a : ℂ)]
      = 2 * √(1 - ‖overlap ![(a : ℂ), (b : ℂ)] ![(b : ℂ), (a : ℂ)]‖ ^ 2) := by
  have ho : overlap ![(a : ℂ), (b : ℂ)] ![(b : ℂ), (a : ℂ)] = ((2 * a * b : ℝ) : ℂ) := by
    simp [overlap, Fin.sum_univ_two]
    ring
  have hd : densityError ![(a : ℂ), (b : ℂ)] ![(b : ℂ), (a : ℂ)]
      = |a ^ 2 - b ^ 2| + |b ^ 2 - a ^ 2| := by
    simp [densityError, prob, Fin.sum_univ_two]
  refine ⟨?_, ?_, ?_⟩
  · simpa [IsNormalized, prob, Fin.sum_univ_two] using h
  · simpa [IsNormalized, prob, Fin.sum_univ_two, add_comm] using h
  · rw [ho, hd, Complex.norm_real, Real.norm_eq_abs, sq_abs,
      show 1 - (2 * a * b) ^ 2 = (a ^ 2 - b ^ 2) ^ 2 by
        linear_combination (-(a ^ 2 + b ^ 2 + 1)) * h,
      Real.sqrt_sq_eq_abs, abs_sub_comm (b ^ 2) (a ^ 2)]
    ring
```

In the last theorem, \(2a^2=1\) fixes \(a=\pm1/\sqrt2\). Direct evaluation of the two-term sums gives normalisation, zero density error and zero overlap.

```lean
/-- For real `a` with `2a² = 1`, the states `(a, a)` and `(a, -a)` are normalised and have
zero density error and zero overlap. -/
theorem equal_density_zero_overlap (a : ℝ) (h : 2 * a ^ 2 = 1) :
    IsNormalized ![(a : ℂ), (a : ℂ)] ∧ IsNormalized ![(a : ℂ), -(a : ℂ)] ∧
    densityError ![(a : ℂ), (a : ℂ)] ![(a : ℂ), -(a : ℂ)] = 0 ∧
    overlap ![(a : ℂ), (a : ℂ)] ![(a : ℂ), -(a : ℂ)] = 0 := by
  have h' : a ^ 2 + a ^ 2 = 1 := by linarith
  refine ⟨?_, ?_, ?_, ?_⟩
  · simpa [IsNormalized, prob, Fin.sum_univ_two] using h'
  · simpa [IsNormalized, prob, Fin.sum_univ_two] using h'
  · simp [densityError, prob, Fin.sum_univ_two]
  · simp [overlap, Fin.sum_univ_two]

end

end DensityErrorFromOverlap
```

```lean
#print axioms DensityErrorFromOverlap.configuration_probability_error_le
#print axioms DensityErrorFromOverlap.orbitalDensity_error_le
#print axioms DensityErrorFromOverlap.densityError_sharp
#print axioms DensityErrorFromOverlap.equal_density_zero_overlap
```

```
'DensityErrorFromOverlap.configuration_probability_error_le' depends on axioms: [propext, Classical.choice, Quot.sound]
'DensityErrorFromOverlap.orbitalDensity_error_le' depends on axioms: [propext, Classical.choice, Quot.sound]
'DensityErrorFromOverlap.densityError_sharp' depends on axioms: [propext, Classical.choice, Quot.sound]
'DensityErrorFromOverlap.equal_density_zero_overlap' depends on axioms: [propext, Classical.choice, Quot.sound]
```
